# The Slater determinant of 1, x, y for three particles in the plane has exactly two nodal domains

A configuration is taken here to be an ordered triple of points in the plane, so the particles carry labels, and exchanging two of them gives a different configuration. Coincident particles are allowed as configurations; they lie on the nodes. A nodal domain is a largest set of configurations that can be reached from one another by continuous motion without the determinant vanishing.

Let particle $k$, with $k=0,1,2$, sit at $r_k=(x_k,y_k)$, and let

$$D(r)=\det\begin{pmatrix}1&x_0&y_0\\1&x_1&y_1\\1&x_2&y_2\end{pmatrix}.$$

The claim is that two configurations with $D>0$ can always be joined by a continuous path on which $D>0$, that the same holds for $D<0$, and that no path avoiding the nodes connects the two signs.

The usual prefactor $1/\sqrt6$ is omitted, which changes no sign. Multiplying each orbital by the same Gaussian and by a positive normalisation constant changes none either, so $D$ has the nodes of the ground state of three non-interacting, spin-polarised fermions in a two-dimensional isotropic harmonic trap. In fixed-node diffusion Monte Carlo, walkers stay within a nodal domain; for this three-particle model there are only two, and particle exchange maps one to the other.

## Turning and deforming a triangle

Subtract row 0 from the other two rows and expand along the first column:

$$D=(x_1-x_0)(y_2-y_0)-(y_1-y_0)(x_2-x_0).$$

This is twice the signed area of the triangle. Write its edges from particle 0 as complex numbers, $u=(x_1-x_0)+i(y_1-y_0)$ and $v=(x_2-x_0)+i(y_2-y_0)$. Then $D=\operatorname{Im}(\bar u v)$. If $D\neq0$, then $u\neq0$, and we may set $w=v/u$. Since $\bar u\,w\,u=|u|^2w$,

$$D=|u|^2\operatorname{Im}w.$$

The number $u$ fixes the length and direction of the first edge, and $w$ the shape of the triangle, including its handedness. The sign of $D$ depends on $w$ alone.

Now take two configurations with $D>0$, described by $(p,u,w)$ and $(p',u',w')$, where $p=r_0$ and $p'=r'_0$ are the positions of particle 0. Writing $u=\rho e^{i\theta}$ and $u'=\rho'e^{i\theta'}$ with $\rho,\rho'>0$, interpolate modulus and angle linearly; this gives a path $u(t)$ that never meets zero. Let $p(t)=(1-t)p+tp'$ and $w(t)=(1-t)w+tw'$ for $0\le t\le1$. Then

$$D(t)=|u(t)|^2\big[(1-t)\operatorname{Im}w+t\operatorname{Im}w'\big]>0,$$

because the bracket is a weighted mean of two positive numbers. For $D<0$ the bracket is negative throughout. Moving the particles themselves along straight lines can fail: between a triangle and its half-turn about particle 0, all three particles meet at $t=1/2$.

Finally, $D$ is continuous, so by the intermediate value theorem a path between opposite signs passes through $D=0$. For example, $(0,0),(1,0),(0,1)$ has $D=1$, while exchanging its last two points gives $D=-1$. Without the requirement of equal signs, the connecting path therefore need not exist.

A smaller analogue is two particles on a line with orbitals $1,x$. The determinant is $x_1-x_0$, and its two nodal domains are the half-planes $x_1>x_0$ and $x_1<x_0$.

## Configurations, orbitals and triangles in Lean

```lean
import Mathlib

open Matrix

namespace PlanarNodalDomains

noncomputable section
```

The index type `Fin 3` labels the particles 0, 1, 2, and each position is a pair of real numbers.

```lean
/-- A configuration of three particles in the plane. -/
abbrev Config := Fin 3 → ℝ × ℝ
```

The three orbital values at a point form a vector.

```lean
/-- The values of the three orbitals 1, x, y at a point of the plane. -/
def orbitals (p : ℝ × ℝ) : Fin 3 → ℝ := ![1, p.1, p.2]
```

Row $k$ of the matrix belongs to particle $k$, and the columns belong to the orbitals. Thus `slater r` is $D(r)$.

```lean
/-- The (unnormalised) Slater determinant of the orbitals 1, x, y. -/
def slater (r : Config) : ℝ := (Matrix.of fun i => orbitals (r i)).det
```

The next definition rebuilds a configuration from $(p,u,w)$. It accepts $u=0$ as well; the lemmas exclude that value where necessary.

```lean
/-- The triangle with first vertex `p`, first edge `u` and second edge `w * u`, where both edges
start at `p` and are written as complex numbers. -/
def triangle (p : ℝ × ℝ) (u w : ℂ) : Config :=
  ![p, (p.1 + u.re, p.2 + u.im), (p.1 + (w * u).re, p.2 + (w * u).im)]
```

## The determinant as a signed area

The first lemma is the expansion by hand: `Matrix.det_fin_three` writes out the determinant, and `ring` compares the polynomials.

```lean
/-- The Slater determinant is the cross product of the displacements of particles 1 and 2
from particle 0. -/
theorem slater_eq (r : Config) :
    slater r = ((r 1).1 - (r 0).1) * ((r 2).2 - (r 0).2)
      - ((r 1).2 - (r 0).2) * ((r 2).1 - (r 0).1) := by
  simp [slater, orbitals, Matrix.det_fin_three]
  ring
```

Antisymmetry is the rule for permuting the rows of a determinant. An odd permutation reverses the sign of $D$, so it carries each nodal domain to the other.

```lean
/-- Permuting the particles multiplies the Slater determinant by the sign of the permutation. -/
theorem slater_permute (σ : Equiv.Perm (Fin 3)) (r : Config) :
    slater (fun i => r (σ i)) = ((Equiv.Perm.sign σ : ℤ) : ℝ) * slater r :=
  Matrix.det_permute σ (Matrix.of fun i => orbitals (r i))
```

Substituting the triangle into the area formula gives $|u|^2\operatorname{Im}w$, where `Complex.normSq u` is $|u|^2$.

```lean
/-- For a triangle with edges `u` and `w * u` the Slater determinant is `|u|² Im w`. -/
theorem slater_triangle (p : ℝ × ℝ) (u w : ℂ) :
    slater (triangle p u w) = Complex.normSq u * w.im := by
  rw [slater_eq]
  simp [triangle, Complex.normSq_apply]
  ring
```

Conversely, every configuration off the nodes has this form. The proof first shows that $u=0$ would make the determinant vanish, then takes $w=v/u$ and checks the three positions.

```lean
/-- Every configuration off the nodes is a triangle with nonzero first edge `u` and
second edge `w * u`. -/
theorem exists_triangle (r : Config) (h : slater r ≠ 0) :
    ∃ (p : ℝ × ℝ) (u w : ℂ), u ≠ 0 ∧ r = triangle p u w := by
  obtain ⟨u, hu⟩ : ∃ u : ℂ, u = ⟨(r 1).1 - (r 0).1, (r 1).2 - (r 0).2⟩ := ⟨_, rfl⟩
  obtain ⟨v, hv⟩ : ∃ v : ℂ, v = ⟨(r 2).1 - (r 0).1, (r 2).2 - (r 0).2⟩ := ⟨_, rfl⟩
  have hne : u ≠ 0 := by
    intro h0
    rw [hu] at h0
    have h1 : (r 1).1 - (r 0).1 = 0 := congrArg Complex.re h0
    have h2 : (r 1).2 - (r 0).2 = 0 := congrArg Complex.im h0
    apply h
    rw [slater_eq, h1, h2]
    ring
  refine ⟨r 0, u, v / u, hne, ?_⟩
  have hvu : v / u * u = v := div_mul_cancel₀ v hne
  unfold triangle
  rw [hvu, hv, hu]
  funext i
  fin_cases i <;> simp
```

## The path that keeps the sign

Continuity of the triangle in $(p,u,w)$ is checked one particle at a time.

```lean
/-- The triangle depends continuously on its vertex, edge and shape. -/
theorem continuous_triangle :
    Continuous fun q : (ℝ × ℝ) × ℂ × ℂ => triangle q.1 q.2.1 q.2.2 := by
  refine continuous_pi fun i => ?_
  fin_cases i
  · exact continuous_fst
  · change Continuous fun q : (ℝ × ℝ) × ℂ × ℂ => (q.1.1 + q.2.1.re, q.1.2 + q.2.1.im)
    fun_prop
  · change Continuous fun q : (ℝ × ℝ) × ℂ × ℂ =>
      (q.1.1 + (q.2.2 * q.2.1).re, q.1.2 + (q.2.2 * q.2.1).im)
    fun_prop
```

A real number $s$ treats both signs together: the condition $sD>0$ means $D>0$ for $s=1$ and $D<0$ for $s=-1$. `JoinedIn S r r'` says that a continuous path from `r` to `r'` lies entirely in the set `S`.

After rewriting both configurations as triangles, `hw` and `hw'` extract $s\operatorname{Im}w>0$ and $s\operatorname{Im}w'>0$. The path `γ` for the edge comes from a Mathlib theorem that removing a point from a real vector space of dimension greater than one leaves it path connected; this replaces the polar interpolation. The remaining goals are continuity, the two endpoints and the sign. In the last, `hcomb` is the weighted-mean inequality, which is then multiplied by $|u(t)|^2>0$.

```lean
/-- If the Slater determinants at `r` and `r'` both have the sign of a nonzero real number `s`, the
two configurations are joined by a path on which the determinant keeps that sign. -/
theorem joinedIn_same_sign (s : ℝ) (r r' : Config)
    (hr : 0 < s * slater r) (hr' : 0 < s * slater r') :
    JoinedIn {q : Config | 0 < s * slater q} r r' := by
  obtain ⟨p, u, w, hu, rfl⟩ := exists_triangle r (fun h => by simp [h] at hr)
  obtain ⟨p', u', w', hu', rfl⟩ := exists_triangle r' (fun h => by simp [h] at hr')
  rw [slater_triangle] at hr hr'
  have hw : 0 < s * w.im := by
    refine (mul_pos_iff_of_pos_left (Complex.normSq_pos.2 hu)).1 ?_
    rw [mul_left_comm]
    exact hr
  have hw' : 0 < s * w'.im := by
    refine (mul_pos_iff_of_pos_left (Complex.normSq_pos.2 hu')).1 ?_
    rw [mul_left_comm]
    exact hr'
  -- the first edge moves in the punctured plane, so it never collapses
  have hrank : 1 < Module.rank ℝ ℂ := by
    rw [Complex.rank_real_complex]
    exact Nat.one_lt_ofNat
  obtain ⟨γ, hγ⟩ := (isPathConnected_compl_singleton_of_one_lt_rank hrank (0 : ℂ)).joinedIn
    u (by simpa using hu) u' (by simpa using hu')
  -- the vertex and the shape are interpolated linearly
  refine ⟨⟨⟨fun t => triangle ((1 - (t : ℝ)) • p + (t : ℝ) • p') (γ t)
    ((1 - (t : ℝ)) • w + (t : ℝ) • w'), ?_⟩, ?_, ?_⟩, ?_⟩
  · exact continuous_triangle.comp
      (Continuous.prodMk (by fun_prop) (γ.continuous.prodMk (by fun_prop)))
  · simp
  · simp
  · intro t
    change 0 < s * slater (triangle _ (γ t) ((1 - (t : ℝ)) • w + (t : ℝ) • w'))
    have hpos : 0 < Complex.normSq (γ t) := Complex.normSq_pos.2 (by simpa using hγ t)
    have him : ((1 - (t : ℝ)) • w + (t : ℝ) • w').im
        = (1 - (t : ℝ)) * w.im + (t : ℝ) * w'.im := by
      rw [Complex.add_im, Complex.smul_im, Complex.smul_im, smul_eq_mul, smul_eq_mul]
    have hcomb : 0 < (1 - (t : ℝ)) * (s * w.im) + (t : ℝ) * (s * w'.im) :=
      convex_Ioi (0 : ℝ) hw hw' (sub_nonneg.2 t.2.2) t.2.1 (by ring)
    rw [slater_triangle, him]
    calc (0 : ℝ) < Complex.normSq (γ t) *
          ((1 - (t : ℝ)) * (s * w.im) + (t : ℝ) * (s * w'.im)) := mul_pos hpos hcomb
      _ = s * (Complex.normSq (γ t) * ((1 - (t : ℝ)) * w.im + (t : ℝ) * w'.im)) := by ring
```

Setting $s=1$ gives the claim for positive determinants.

```lean
/-- Any two configurations with positive Slater determinant are joined by a continuous path of
configurations along which the determinant stays positive. -/
theorem joinedIn_positive (r r' : Config) (hr : 0 < slater r) (hr' : 0 < slater r') :
    JoinedIn {q : Config | 0 < slater q} r r' := by
  simpa using joinedIn_same_sign 1 r r' (by simpa using hr) (by simpa using hr')
```

## Two domains, separated by the nodes

`IsPathConnected` also requires a nonempty set. The witnesses have $p=0$, $u=1$ and $w=\pm i$, with determinants $\pm1$. The negative case uses $s=-1$.

```lean
/-- The configurations with positive Slater determinant form a nonempty path-connected set, and
so do those with negative Slater determinant. -/
theorem two_nodal_domains :
    IsPathConnected {q : Config | 0 < slater q} ∧
      IsPathConnected {q : Config | slater q < 0} := by
  constructor
  · exact isPathConnected_iff.2 ⟨⟨triangle 0 1 Complex.I, by simp [slater_triangle]⟩,
      fun r hr r' hr' => joinedIn_positive r r' hr hr'⟩
  · refine isPathConnected_iff.2 ⟨⟨triangle 0 1 (-Complex.I), by simp [slater_triangle]⟩, ?_⟩
    intro r hr r' hr'
    have h1 : slater r < 0 := hr
    have h2 : slater r' < 0 := hr'
    exact (joinedIn_same_sign (-1) r r' (by linarith) (by linarith)).mono
      (fun q (hq : 0 < -1 * slater q) => show slater q < 0 by linarith)
```

The last theorem characterises node-free connection by $D(r)D(r')>0$. In the forward direction, the function $t\mapsto D(r)D(\gamma(t))$ starts at $D(r)^2$; if it ended at or below zero, it would vanish somewhere on the path, contradicting the absence of nodes. The converse applies the sign-preserving path with $s=D(r)$. Together with the preceding theorem, this gives exactly two nodal domains for these three orbitals; interactions, further particles and other orbital sets are not covered.

```lean
/-- Two configurations can be joined by a path that avoids the nodes if and only if their Slater
determinants are nonzero and of the same sign. -/
theorem joinedIn_off_nodes_iff (r r' : Config) :
    JoinedIn {q : Config | slater q ≠ 0} r r' ↔ 0 < slater r * slater r' := by
  constructor
  · rintro ⟨γ, hγ⟩
    have hr : slater r ≠ 0 := by simpa using hγ 0
    have hc : Continuous slater := by
      rw [show slater = _ from funext slater_eq]
      fun_prop
    by_contra hneg
    -- a change of sign would force a node somewhere on the path
    obtain ⟨t, ht⟩ := mem_range_of_exists_le_of_exists_ge (c := (0 : ℝ))
      (continuous_const.mul (hc.comp γ.continuous) :
        Continuous fun t => slater r * slater (γ t))
      ⟨1, by simpa using hneg⟩ ⟨0, by simpa using mul_self_nonneg (slater r)⟩
    exact mul_ne_zero hr (hγ t) ht
  · intro h
    have hr : slater r ≠ 0 := left_ne_zero_of_mul h.ne'
    exact (joinedIn_same_sign (slater r) r r' (mul_self_pos.2 hr) h).mono
      (fun q (hq : 0 < slater r * slater q) => right_ne_zero_of_mul hq.ne')

end

end PlanarNodalDomains
```

```lean
#print axioms PlanarNodalDomains.slater_permute
#print axioms PlanarNodalDomains.two_nodal_domains
#print axioms PlanarNodalDomains.joinedIn_off_nodes_iff
```

```
'PlanarNodalDomains.slater_permute' depends on axioms: [propext, Classical.choice, Quot.sound]
'PlanarNodalDomains.two_nodal_domains' depends on axioms: [propext, Classical.choice, Quot.sound]
'PlanarNodalDomains.joinedIn_off_nodes_iff' depends on axioms: [propext, Classical.choice, Quot.sound]
```
